# Asymptotic variance of a stationary finite Markov chain from the Poisson equation

Let a Monte Carlo simulation move among a finite set $S$ of states, for instance the energy eigenstates of a truncated quantum system. The probability of a jump from $x$ to $y$ is $P_{xy}$, and the chain $X_0,X_1,\dots$ starts in a stationary law $p$, such as the Boltzmann weights. Write $\langle\varphi\rangle=\sum_x p_x\varphi(x)$ and $(Pg)(x)=\sum_y P_{xy}g(y)$, the expected next value of $g$. The statistical error of the time average $S_n/n$ is set by the variance of $S_n=\sum_{k<n}f(X_k)$, which correlations between successive states can make larger or smaller than for independent samples.

Suppose that $f$ satisfies the Poisson equation $f=g-Pg$ for some $g$. Then

$$\frac{\operatorname{Var}S_n}{n}\to\sigma^2=\langle g^2\rangle-\langle(Pg)^2\rangle .$$

## Splitting the sum into noise and a boundary term

Stationarity gives $\langle Pg\rangle=\sum_y\bigl(\sum_x p_xP_{xy}\bigr)g(y)=\langle g\rangle$. Hence $\langle f\rangle=0$ and $\operatorname{Var}S_n=E[S_n^2]$. Put $D_k=g(X_{k+1})-(Pg)(X_k)$ and $M_n=\sum_{k<n}D_k$. Telescoping gives

$$S_n=M_n+B_n,\qquad B_n=g(X_0)-g(X_n).$$

Given the past, $D_k$ has mean zero and mean square $(Pg^2)(X_k)-(Pg)(X_k)^2$. The cross term in $(M_k+D_k)^2$ therefore averages to zero, each step adds $\langle Pg^2\rangle-\langle(Pg)^2\rangle=\sigma^2$, and $E[M_n^2]=n\sigma^2$.

Since $B_n^2\le2g(X_0)^2+2g(X_n)^2$, we have $E[B_n^2]\le4\langle g^2\rangle$. For $n\ge1$, $|2M_nB_n|\le M_n^2/\sqrt n+\sqrt n\,B_n^2$, so

$$|\operatorname{Var}S_n-n\sigma^2|\le\sqrt n\,\sigma^2+4(\sqrt n+1)\langle g^2\rangle\le9\langle g^2\rangle\sqrt n .$$

Dividing by $n$ gives the limit.

Stationarity of $p$ matters. Let both of two states jump to the first, start in $p=(1/2,1/2)$, and take $g=(0,1)$. Then $Pg=0$ and $S_n=g(X_0)$ for $n\ge1$, so $\operatorname{Var}S_n/n\to0$, whereas the formula gives $1/2$.

## Trajectories as finite sums

In Lean 4 with Mathlib:

```lean
import Mathlib

open Matrix Filter Topology

noncomputable section

namespace MarkovTimeSum

variable {S : Type*} [Fintype S] {p : S → ℝ} {P : Matrix S S ℝ}
```

`IsStationary` collects the conditions on $p$ and $P$. Detailed balance and convergence of $P^ng$ are not required, so periodic chains are included.

```lean
/-- `P` is a stochastic matrix and `p` is a probability law that it leaves unchanged. -/
structure IsStationary (p : S → ℝ) (P : Matrix S S ℝ) : Prop where
  law_nonneg : ∀ x, 0 ≤ p x
  law_sum : ∑ x, p x = 1
  nonneg : ∀ x y, 0 ≤ P x y
  row_sum : ∀ x, ∑ y, P x y = 1
  stationary : ∀ y, ∑ x, p x * P x y = p y
```

`avg` is $\langle\cdot\rangle$. A trajectory of $n$ jumps is a function `Fin (n + 1) → S`, weighted by its probability.

```lean
/-- The average of an observable over the law `p`. -/
def avg (p φ : S → ℝ) : ℝ := ∑ x, p x * φ x

/-- The probability of the trajectory `x 0, ..., x n` of the chain started in `p`. -/
def pathWeight (p : S → ℝ) (P : Matrix S S ℝ) {n : ℕ} (x : Fin (n + 1) → S) : ℝ :=
  p (x 0) * ∏ i : Fin n, P (x i.castSucc) (x i.succ)
```

Expectation and variance are sums over all trajectories, with the variance taken about the actual mean.

```lean
/-- The mean of a trajectory functional over all trajectories of `n` steps. -/
def pathMean (p : S → ℝ) (P : Matrix S S ℝ) (n : ℕ) (F : (Fin (n + 1) → S) → ℝ) : ℝ :=
  ∑ x, pathWeight p P x * F x

/-- The variance of a trajectory functional: its mean squared deviation from its mean. -/
def pathVar (p : S → ℝ) (P : Matrix S S ℝ) (n : ℕ) (F : (Fin (n + 1) → S) → ℝ) : ℝ :=
  pathMean p P n (fun x => (F x - pathMean p P n F) ^ 2)
```

`timeSum` is $S_n$, which leaves out the last state; `noise` is $M_n$.

```lean
/-- The time sum `f (x 0) + ... + f (x (n - 1))` along a trajectory. -/
def timeSum (f : S → ℝ) (n : ℕ) (x : Fin (n + 1) → S) : ℝ := ∑ i : Fin n, f (x i.castSucc)

/-- The accumulated noise: at each step, `g` at the new state minus its predicted value `P g`. -/
def noise (P : Matrix S S ℝ) (g : S → ℝ) (n : ℕ) (x : Fin (n + 1) → S) : ℝ :=
  ∑ i : Fin n, (g (x i.succ) - (P *ᵥ g) (x i.castSucc))
```

## Averaging over the last jump

Appending one state to a trajectory multiplies its weight by one jump probability. `pathMean_succ` thus expresses conditioning on the past.

```lean
/-- The trajectory `x` continued by one more state `y`. -/
def extendPath {S : Type*} {n : ℕ} (x : Fin (n + 1) → S) (y : S) : Fin (n + 1 + 1) → S :=
  Fin.snoc (α := fun _ => S) x y

/-- A continued trajectory keeps its old states and ends in the new one. -/
theorem extendPath_spec {S : Type*} {n : ℕ} (x : Fin (n + 1) → S) (y : S) :
    (∀ i : Fin (n + 1), extendPath x y i.castSucc = x i) ∧
      extendPath x y (Fin.last (n + 1)) = y :=
  ⟨fun i => by simp [extendPath], by simp [extendPath]⟩

/-- A mean over `n + 1` steps is obtained by averaging first over the last jump. -/
theorem pathMean_succ (p : S → ℝ) (P : Matrix S S ℝ) (n : ℕ)
    (F : (Fin (n + 1 + 1) → S) → ℝ) :
    pathMean p P (n + 1) F =
      pathMean p P n (fun x => ∑ y, P (x (Fin.last n)) y * F (extendPath x y)) := by
  let e : (Fin (n + 1) → S) × S ≃ (Fin (n + 1 + 1) → S) :=
    { toFun := fun q => extendPath q.1 q.2
      invFun := fun x => (fun i => x i.castSucc, x (Fin.last (n + 1)))
      left_inv := fun q =>
        Prod.ext (funext (extendPath_spec q.1 q.2).1) (extendPath_spec q.1 q.2).2
      right_inv := fun x => funext fun i => by
        refine Fin.lastCases ?_ (fun j => ?_) i
        · exact (extendPath_spec _ _).2
        · exact (extendPath_spec _ _).1 j }
  -- the Markov property of the trajectory weight
  have hw : ∀ (x : Fin (n + 1) → S) (y : S),
      pathWeight p P (extendPath x y) = pathWeight p P x * P (x (Fin.last n)) y := by
    intro x y
    have h0 : extendPath x y 0 = x 0 := (extendPath_spec x y).1 0
    have hl : extendPath x y (Fin.last n).succ = y := (extendPath_spec x y).2
    have hs : ∀ i : Fin n, extendPath x y i.castSucc.succ = x i.succ :=
      fun i => (extendPath_spec x y).1 i.succ
    unfold pathWeight
    rw [Fin.prod_univ_castSucc]
    simp only [h0, hl, hs, (extendPath_spec x y).1]
    ring
  unfold pathMean
  rw [← e.sum_comp, Fintype.sum_prod_type]
  refine Finset.sum_congr rfl fun x _ => ?_
  change _ = pathWeight p P x * ∑ y, P (x (Fin.last n)) y * F (extendPath x y)
  rw [Finset.mul_sum]
  refine Finset.sum_congr rfl fun y _ => ?_
  change pathWeight p P (extendPath x y) * F (extendPath x y) = _
  rw [hw]
  ring
```

Stationarity then fixes the law at both ends, and induction on $n$ gives $E[S_n]=n\langle f\rangle$.

```lean
/-- One step of the chain does not change a stationary average. -/
theorem avg_mulVec (h : IsStationary p P) (φ : S → ℝ) : avg p (P *ᵥ φ) = avg p φ := by
  calc avg p (P *ᵥ φ) = ∑ x, p x * ∑ y, P x y * φ y := rfl
    _ = ∑ y, (∑ x, p x * P x y) * φ y := by
      simp only [Finset.mul_sum, Finset.sum_mul, mul_assoc]
      exact Finset.sum_comm
    _ = avg p φ := by simp only [h.stationary, avg]

/-- Started in its stationary law, the chain has that law at the first and the last time. -/
theorem pathMean_endpoints (h : IsStationary p P) (φ : S → ℝ) (n : ℕ) :
    pathMean p P n (fun x => φ (x 0)) = avg p φ ∧
      pathMean p P n (fun x => φ (x (Fin.last n))) = avg p φ := by
  induction n generalizing φ with
  | zero =>
    have key : pathMean p P 0 (fun x => φ (x 0)) = avg p φ := by
      unfold pathMean avg
      refine Fintype.sum_equiv (Equiv.funUnique (Fin 1) S) _ _ fun x => ?_
      have hx : pathWeight p P x = p (x 0) := by simp [pathWeight]
      rw [hx]
      rfl
    exact ⟨key, key⟩
  | succ n ih =>
    constructor
    · rw [pathMean_succ, ← (ih φ).1]
      congr 1
      funext x
      have h0 : ∀ y, extendPath x y 0 = x 0 := fun y => (extendPath_spec x y).1 0
      simp only [h0, ← Finset.sum_mul, h.row_sum, one_mul]
    · have hl : ∀ (x : Fin (n + 1) → S) (y : S), extendPath x y (Fin.last (n + 1)) = y :=
        fun x y => (extendPath_spec x y).2
      rw [pathMean_succ]
      simp only [hl]
      exact ((ih (P *ᵥ φ)).2).trans (avg_mulVec h φ)

/-- In the stationary chain the mean of a time sum is `n` times the stationary average. -/
theorem pathMean_timeSum (h : IsStationary p P) (f : S → ℝ) (n : ℕ) :
    pathMean p P n (timeSum f n) = n * avg p f := by
  induction n with
  | zero => simp [pathMean, timeSum]
  | succ n ih =>
    have step : ∀ x : Fin (n + 1) → S, ∑ y, P (x (Fin.last n)) y *
        timeSum f (n + 1) (extendPath x y) = timeSum f n x + f (x (Fin.last n)) := by
      intro x
      have hy : ∀ y, timeSum f (n + 1) (extendPath x y) =
          timeSum f n x + f (x (Fin.last n)) := by
        intro y
        unfold timeSum
        rw [Fin.sum_univ_castSucc]
        simp only [(extendPath_spec x y).1]
      simp only [hy, ← Finset.sum_mul, h.row_sum, one_mul]
    have hadd : pathMean p P n (fun x => timeSum f n x + f (x (Fin.last n))) =
        pathMean p P n (timeSum f n) + pathMean p P n (fun x => f (x (Fin.last n))) := by
      simp only [pathMean, mul_add, Finset.sum_add_distrib]
    rw [pathMean_succ]
    simp only [step]
    rw [hadd, ih, (pathMean_endpoints h f n).2]
    push_cast
    ring
```

In the next induction, `step` expands the square and removes the cross term, which gives $E[M_n^2]=n\sigma^2$.

```lean
/-- The noise increments add in quadrature: in the stationary chain the mean square of the
noise after `n` steps is `n (<g^2> - <(P g)^2>)`. -/
theorem pathMean_noise_sq (h : IsStationary p P) (g : S → ℝ) (n : ℕ) :
    pathMean p P n (fun x => noise P g n x ^ 2) =
      n * (avg p (fun z => g z ^ 2) - avg p (fun z => (P *ᵥ g) z ^ 2)) := by
  induction n with
  | zero => simp [pathMean, noise]
  | succ n ih =>
    -- the cross term vanishes on averaging over the last jump
    have step : ∀ x : Fin (n + 1) → S,
        ∑ y, P (x (Fin.last n)) y * noise P g (n + 1) (extendPath x y) ^ 2 =
          noise P g n x ^ 2 + ((P *ᵥ fun z => g z ^ 2) (x (Fin.last n)) -
            (P *ᵥ g) (x (Fin.last n)) ^ 2) := by
      intro x
      have hn : ∀ y, noise P g (n + 1) (extendPath x y) =
          noise P g n x + (g y - (P *ᵥ g) (x (Fin.last n))) := by
        intro y
        have hl : extendPath x y (Fin.last n).succ = y := (extendPath_spec x y).2
        have hs : ∀ i : Fin n, extendPath x y i.castSucc.succ = x i.succ :=
          fun i => (extendPath_spec x y).1 i.succ
        unfold noise
        rw [Fin.sum_univ_castSucc]
        simp only [hl, hs, (extendPath_spec x y).1]
      simp only [hn]
      generalize noise P g n x = a
      generalize x (Fin.last n) = z
      have hm : ∑ y, P z y * g y = (P *ᵥ g) z := rfl
      have hq : ∑ y, P z y * g y ^ 2 = (P *ᵥ fun z => g z ^ 2) z := rfl
      generalize (P *ᵥ g) z = m at *
      calc ∑ y, P z y * (a + (g y - m)) ^ 2
          = ∑ y, ((a - m) ^ 2 * P z y + 2 * (a - m) * (P z y * g y) + P z y * g y ^ 2) :=
            Finset.sum_congr rfl fun y _ => by ring
        _ = (a - m) ^ 2 * ∑ y, P z y + 2 * (a - m) * ∑ y, P z y * g y
            + ∑ y, P z y * g y ^ 2 := by
            simp only [Finset.sum_add_distrib, Finset.mul_sum]
        _ = _ := by rw [h.row_sum, hm, hq]; ring
    have hadd : pathMean p P n (fun x => noise P g n x ^ 2 +
        ((P *ᵥ fun z => g z ^ 2) (x (Fin.last n)) - (P *ᵥ g) (x (Fin.last n)) ^ 2)) =
        pathMean p P n (fun x => noise P g n x ^ 2) +
          (pathMean p P n (fun x => (P *ᵥ fun z => g z ^ 2) (x (Fin.last n))) -
            pathMean p P n (fun x => (P *ᵥ g) (x (Fin.last n)) ^ 2)) := by
      simp only [pathMean, mul_add, mul_sub, Finset.sum_add_distrib, Finset.sum_sub_distrib]
    have e2 : pathMean p P n (fun x => (P *ᵥ g) (x (Fin.last n)) ^ 2) =
        avg p (fun z => (P *ᵥ g) z ^ 2) :=
      (pathMean_endpoints h (fun z => (P *ᵥ g) z ^ 2) n).2
    rw [pathMean_succ]
    simp only [step]
    rw [hadd, ih, (pathMean_endpoints h (P *ᵥ fun z => g z ^ 2) n).2, e2, avg_mulVec h]
    push_cast
    ring
```

## The finite-time bound and the limit

The telescoping identity holds on every trajectory.

```lean
/-- The time sum of `g - P g` is the accumulated noise plus a boundary term. -/
theorem timeSum_eq_noise (P : Matrix S S ℝ) (g : S → ℝ) (n : ℕ) (x : Fin (n + 1) → S) :
    timeSum (g - P *ᵥ g) n x = noise P g n x + (g (x 0) - g (x (Fin.last n))) := by
  have h1 : ∑ i, g (x i) = g (x 0) + ∑ i : Fin n, g (x i.succ) :=
    Fin.sum_univ_succ (fun i => g (x i))
  have h2 : ∑ i, g (x i) = ∑ i : Fin n, g (x i.castSucc) + g (x (Fin.last n)) :=
    Fin.sum_univ_castSucc (fun i => g (x i))
  simp only [timeSum, noise, Pi.sub_apply, Finset.sum_sub_distrib]
  linarith
```

In `variance_bound`, `up` and `low` are the two sides of the weighted inequality, with `r` for $\sqrt n$ and `s` for its inverse. `hmono` averages them, using nonnegative weights.

```lean
/-- For the stationary chain and `f = g - P g`, the variance of the time sum of `f` differs from
`n (<g^2> - <(P g)^2>)` by at most `9 <g^2> √n`. -/
theorem variance_bound (h : IsStationary p P) {f g : S → ℝ} (hf : f = g - P *ᵥ g) (n : ℕ) :
    |pathVar p P n (timeSum f n) -
      n * (avg p (fun z => g z ^ 2) - avg p (fun z => (P *ᵥ g) z ^ 2))| ≤
      9 * avg p (fun z => g z ^ 2) * √(n : ℝ) := by
  rcases Nat.eq_zero_or_pos n with rfl | hn
  · simp [pathVar, pathMean, timeSum]
  have hf0 : avg p f = 0 := by
    have h1 : avg p f = avg p g - avg p (P *ᵥ g) := by
      simp only [hf, avg, Pi.sub_apply, mul_sub, Finset.sum_sub_distrib]
    rw [h1, avg_mulVec h, sub_self]
  have hV : pathVar p P n (timeSum f n) = pathMean p P n (fun x =>
      (noise P g n x + (g (x 0) - g (x (Fin.last n)))) ^ 2) := by
    unfold pathVar
    rw [pathMean_timeSum h, hf0]
    simp only [mul_zero, sub_zero, hf, timeSum_eq_noise]
  have hmono : ∀ F G : (Fin (n + 1) → S) → ℝ, (∀ x, F x ≤ G x) →
      pathMean p P n F ≤ pathMean p P n G := fun F G hFG =>
    Finset.sum_le_sum fun x _ => mul_le_mul_of_nonneg_left (hFG x)
      (mul_nonneg (h.law_nonneg _) (Finset.prod_nonneg fun i _ => h.nonneg _ _))
  have hlin : ∀ c d : ℝ, pathMean p P n (fun x => c * noise P g n x ^ 2 +
      d * (g (x 0) ^ 2 + g (x (Fin.last n)) ^ 2)) =
      c * (n * (avg p (fun z => g z ^ 2) - avg p (fun z => (P *ᵥ g) z ^ 2))) +
        d * (avg p (fun z => g z ^ 2) + avg p (fun z => g z ^ 2)) := by
    intro c d
    have e := pathMean_endpoints h (fun z => g z ^ 2) n
    rw [← pathMean_noise_sq h g n]
    nth_rewrite 1 [← e.1]
    rw [← e.2]
    simp only [pathMean, Finset.mul_sum, ← Finset.sum_add_distrib]
    exact Finset.sum_congr rfl fun x _ => by ring
  have hr1 : 1 ≤ √(n : ℝ) := Real.one_le_sqrt.2 (by exact_mod_cast hn)
  have hrr : √(n : ℝ) * √(n : ℝ) = n := Real.mul_self_sqrt (Nat.cast_nonneg n)
  rw [hV]
  generalize √(n : ℝ) = r at *
  have hr : 0 < r := by linarith
  obtain ⟨s, hs, hsr⟩ : ∃ s : ℝ, 0 < s ∧ s * r = 1 :=
    ⟨r⁻¹, inv_pos.2 hr, inv_mul_cancel₀ hr.ne'⟩
  -- Young's inequality with weight `r = √n` separates noise and boundary term
  have up : ∀ M a b : ℝ, (M + (a - b)) ^ 2 ≤
      (1 + s) * M ^ 2 + 2 * (r + 1) * (a ^ 2 + b ^ 2) := by
    intro M a b
    have h0 : 0 ≤ s * (M - r * (a - b)) ^ 2 + (r + 1) * (a + b) ^ 2 := by positivity
    linear_combination h0 - (2 * M * (a - b) - r * (a - b) ^ 2) * hsr
  have low : ∀ M a b : ℝ, (1 - s) * M ^ 2 + -(2 * (r + 1)) * (a ^ 2 + b ^ 2) ≤
      (M + (a - b)) ^ 2 := by
    intro M a b
    have h0 : 0 ≤ s * (M + r * (a - b)) ^ 2 + 2 * (a - b) ^ 2 + (r + 1) * (a + b) ^ 2 := by
      positivity
    linear_combination h0 + (2 * M * (a - b) + r * (a - b) ^ 2) * hsr
  have hU := hmono _ _ fun x => up (noise P g n x) (g (x 0)) (g (x (Fin.last n)))
  have hL := hmono _ _ fun x => low (noise P g n x) (g (x 0)) (g (x (Fin.last n)))
  rw [hlin] at hU hL
  have hG : 0 ≤ avg p (fun z => g z ^ 2) :=
    Finset.sum_nonneg fun x _ => mul_nonneg (h.law_nonneg x) (sq_nonneg _)
  have hB : 0 ≤ avg p (fun z => (P *ᵥ g) z ^ 2) :=
    Finset.sum_nonneg fun x _ => mul_nonneg (h.law_nonneg x) (sq_nonneg _)
  generalize avg p (fun z => g z ^ 2) = G at *
  generalize avg p (fun z => (P *ᵥ g) z ^ 2) = B at *
  have h1 : s * (n * (G - B)) = r * (G - B) := by
    rw [← hrr]
    linear_combination r * (G - B) * hsr
  have h2 : 0 ≤ r * B := mul_nonneg hr.le hB
  have h3 : G ≤ r * G := le_mul_of_one_le_left hG hr1
  rw [abs_le]
  constructor <;> linarith
```

The limit follows by squeezing the error below $9\langle g^2\rangle/\sqrt n$. The existence of $g$ is a hypothesis here. So is the stationary start: a simulation is often begun in a chosen configuration instead, and the law of $X_k$ then approaches $p$ only gradually, or, for a periodic or reducible chain, possibly not at all.

```lean
/-- For a finite chain started in its stationary law and `f = g - P g`, the variance of
`f (X 0) + ... + f (X (n - 1))` divided by `n` tends to `<g^2> - <(P g)^2>`. -/
theorem asymptotic_variance (h : IsStationary p P) {f g : S → ℝ} (hf : f = g - P *ᵥ g) :
    Tendsto (fun n : ℕ => pathVar p P n (timeSum f n) / n) atTop
      (𝓝 (avg p (fun z => g z ^ 2) - avg p (fun z => (P *ᵥ g) z ^ 2))) := by
  have lim : Tendsto (fun n : ℕ => 9 * avg p (fun z => g z ^ 2) / √(n : ℝ)) atTop (𝓝 0) :=
    Tendsto.div_atTop tendsto_const_nhds
      (Real.tendsto_sqrt_atTop.comp tendsto_natCast_atTop_atTop)
  rw [tendsto_iff_norm_sub_tendsto_zero]
  refine squeeze_zero' (Eventually.of_forall fun n => norm_nonneg _) ?_ lim
  filter_upwards [eventually_gt_atTop 0] with n hn
  have hN : (0 : ℝ) < n := by exact_mod_cast hn
  have hr := Real.sqrt_pos.2 hN
  have hb := mul_le_mul_of_nonneg_right (variance_bound h hf n) hr.le
  rw [mul_assoc (9 * _), Real.mul_self_sqrt hN.le] at hb
  have e : ∀ V L : ℝ, V / n - L = (V - n * L) / n := fun V L => by
    rw [sub_div, mul_div_cancel_left₀ L hN.ne']
  rw [Real.norm_eq_abs, e, abs_div, abs_of_pos hN, div_le_div_iff₀ hN hr]
  exact hb
```

## Error bar of a two-state occupation

In a calculation with a small state space one subtracts its mean from the observable, solves $(1-P)g=f$ for the resulting $f$ and evaluates two weighted sums. A solution exists whenever every state can be reached from every other; for a chain that splits into separate parts there may be none. The matrix $1-P$ is singular, since it annihilates constants, but every solution $g$ gives the same $\sigma^2$. Let $a$ be the probability of a jump from the first state to the second, and $b$ that of the reverse jump, both positive. For $f=(a,-b)/(a+b)$, the centred occupation of the first state, $Pf=(1-a-b)f$. Hence $g=f/(a+b)$, and $\langle f^2\rangle=ab/(a+b)^2$ gives

$$\sigma^2=\frac{1-(1-a-b)^2}{(a+b)^2}\langle f^2\rangle=\frac{ab(2-a-b)}{(a+b)^3}.$$

With $a=b=1/4$ this is $3/4$, against $1/4$ for independent samples: a long run needs three times as many steps for the same error bar.

```lean
/-- The two-state chain with jump probabilities `a` and `b` in `(0, 1]` has stationary law
`(b, a) / (a + b)`, and the occupation of its first state, less the mean, has asymptotic variance
`a b (2 - a - b) / (a + b)^3` per step. -/
theorem twoState_witness {a b : ℝ} (ha : 0 < a) (ha1 : a ≤ 1) (hb : 0 < b) (hb1 : b ≤ 1) :
    IsStationary ![b / (a + b), a / (a + b)] !![1 - a, a; b, 1 - b] ∧
    Tendsto (fun n : ℕ => pathVar ![b / (a + b), a / (a + b)] !![1 - a, a; b, 1 - b] n
      (timeSum ![a / (a + b), -b / (a + b)] n) / n) atTop
      (𝓝 (a * b * (2 - a - b) / (a + b) ^ 3)) := by
  have hab : a + b ≠ 0 := by positivity
  have hs : IsStationary ![b / (a + b), a / (a + b)] !![1 - a, a; b, 1 - b] := by
    constructor
    · exact Fin.forall_fin_two.2 ⟨(by positivity : 0 ≤ b / (a + b)),
        (by positivity : 0 ≤ a / (a + b))⟩
    · rw [Fin.sum_univ_two]
      change b / (a + b) + a / (a + b) = 1
      rw [← add_div, add_comm b a, div_self hab]
    · exact Fin.forall_fin_two.2 ⟨Fin.forall_fin_two.2 ⟨sub_nonneg.2 ha1, ha.le⟩,
        Fin.forall_fin_two.2 ⟨hb.le, sub_nonneg.2 hb1⟩⟩
    · refine Fin.forall_fin_two.2 ⟨?_, ?_⟩ <;> rw [Fin.sum_univ_two]
      · change 1 - a + a = 1
        ring
      · change b + (1 - b) = 1
        ring
    · refine Fin.forall_fin_two.2 ⟨?_, ?_⟩ <;> rw [Fin.sum_univ_two]
      · change b / (a + b) * (1 - a) + a / (a + b) * b = b / (a + b)
        ring
      · change b / (a + b) * a + a / (a + b) * (1 - b) = a / (a + b)
        ring
  refine ⟨hs, ?_⟩
  -- the solution of the Poisson equation
  obtain ⟨g, hg⟩ : ∃ g : Fin 2 → ℝ, g = ![a / (a + b) ^ 2, -b / (a + b) ^ 2] := ⟨_, rfl⟩
  have g0 : g 0 = a / (a + b) ^ 2 := by rw [hg]; rfl
  have g1 : g 1 = -b / (a + b) ^ 2 := by rw [hg]; rfl
  have h0 : (!![1 - a, a; b, 1 - b] *ᵥ g) 0 = a * (1 - a - b) / (a + b) ^ 2 := by
    simp only [Matrix.mulVec, dotProduct, Fin.sum_univ_two, g0, g1]
    change (1 - a) * (a / (a + b) ^ 2) + a * (-b / (a + b) ^ 2) = _
    ring
  have h1 : (!![1 - a, a; b, 1 - b] *ᵥ g) 1 = -b * (1 - a - b) / (a + b) ^ 2 := by
    simp only [Matrix.mulVec, dotProduct, Fin.sum_univ_two, g0, g1]
    change b * (a / (a + b) ^ 2) + (1 - b) * (-b / (a + b) ^ 2) = _
    ring
  have hf : ![a / (a + b), -b / (a + b)] = g - !![1 - a, a; b, 1 - b] *ᵥ g := by
    refine funext (Fin.forall_fin_two.2 ⟨?_, ?_⟩)
    · rw [Pi.sub_apply, h0, g0, ← sub_div]
      change a / (a + b) = _
      rw [div_eq_div_iff hab (pow_ne_zero 2 hab)]
      ring
    · rw [Pi.sub_apply, h1, g1, ← sub_div]
      change -b / (a + b) = _
      rw [div_eq_div_iff hab (pow_ne_zero 2 hab)]
      ring
  have key := asymptotic_variance hs hf
  have hv : avg ![b / (a + b), a / (a + b)] (fun z => g z ^ 2) -
      avg ![b / (a + b), a / (a + b)] (fun z => (!![1 - a, a; b, 1 - b] *ᵥ g) z ^ 2) =
      a * b * (2 - a - b) / (a + b) ^ 3 := by
    simp only [avg, Fin.sum_univ_two, h0, h1, g0, g1]
    change b / (a + b) * (a / (a + b) ^ 2) ^ 2 + a / (a + b) * (-b / (a + b) ^ 2) ^ 2 -
      (b / (a + b) * (a * (1 - a - b) / (a + b) ^ 2) ^ 2 +
        a / (a + b) * (-b * (1 - a - b) / (a + b) ^ 2) ^ 2) = _
    field_simp
    ring
  rwa [hv] at key

end MarkovTimeSum
```

```lean
#print axioms MarkovTimeSum.asymptotic_variance
-- 'MarkovTimeSum.asymptotic_variance' depends on axioms: [propext, Classical.choice, Quot.sound]
```
